# Spin-orbital occupations in a normalised real two-fermion state lie between 0 and 1

Let \(C\) be a real antisymmetric \(M\times M\) matrix whose squared entries sum to 1, and let \(\gamma = 2CC^{T}\). Then

\[
\operatorname{tr}\gamma = 2, \qquad 0 \le v^{T}\gamma v \le |v|^2 \quad\text{for every real vector } v .
\]

The matrix \(C\) holds the amplitudes of two fermions in \(M\) orthonormal spin orbitals \(\varphi_i\),

\[
\Psi(1,2) = \sum_{i,j} C_{ij}\,\varphi_i(1)\,\varphi_j(2),
\]

and \(\gamma\) is the one-body density matrix. A nonzero vector \(v\) describes the orbital \(\sum_i v_i\varphi_i\), whose occupation is \(v^{T}\gamma v/|v|^2\). The inequality is therefore the Pauli bound: no spin orbital holds more than one fermion. In electronic structure this is a constraint that one-body density matrices have to satisfy. Here it is derived for pure states of exactly two particles, with real amplitudes and a finite basis.

In the code the orbitals are labelled by a finite type `ι`, so \(M\) is its number of elements.

In Lean 4 with Mathlib:

```lean
import Mathlib

open Matrix

namespace TwoFermionPauliBound

noncomputable section

variable {ι : Type*} [Fintype ι]
```

## The density matrix and the determinant

For antisymmetric amplitudes the two particles contribute equally to the density, which gives the factor 2:

\[
\gamma_{ij} = 2\sum_k C_{ik}C_{jk}.
\]

```lean
/-- The matrix `γ = 2 C Cᵀ`. For a normalised two-particle state whose real amplitudes `C` are
symmetric or antisymmetric, it is the one-body density matrix. -/
def density (C : Matrix ι ι ℝ) : Matrix ι ι ℝ := (2 : ℝ) • (C * Cᵀ)
```

With this convention the trace is 2, the number of particles, when \(C\) is normalised. `density` is defined for any real square matrix; antisymmetry and normalisation enter later as hypotheses of the theorems.

Two orbitals \(a\) and \(b\) are combined into an antisymmetric product with amplitudes

\[
S(a,b)_{ij} = a_i b_j - b_i a_j .
\]

```lean
/-- The unnormalised two-particle Slater determinant of the orbitals `a` and `b`. -/
def slater (a b : ι → ℝ) : Matrix ι ι ℝ := Matrix.of fun i j => a i * b j - b i * a j
```

`slater a b` carries no prefactor. For orthonormal \(a\) and \(b\) its squared entries sum to 2, so the normalised determinant is \(S(a,b)/\sqrt2\).

## Antisymmetry as a sign in the dot product

For any matrix, \(x\cdot Cy = (C^{T}x)\cdot y\). If \(C^{T}=-C\), this becomes

\[
x\cdot Cy = -(Cx)\cdot y .
\]

```lean
/-- An antisymmetric amplitude matrix moves across the dot product with a change of sign. -/
theorem dot_antisymm {C : Matrix ι ι ℝ} (hC : Cᵀ = -C) (x y : ι → ℝ) :
    x ⬝ᵥ C *ᵥ y = -((C *ᵥ x) ⬝ᵥ y) := by
  rw [Matrix.dotProduct_mulVec, ← Matrix.mulVec_transpose, hC, Matrix.neg_mulVec,
    neg_dotProduct]
```

The hypothesis `hC : Cᵀ = -C` is the exchange antisymmetry of the wavefunction. In the notation, `⬝ᵥ` is the dot product and `*ᵥ` applies a matrix to a vector. The rewriting moves the matrix to the other factor as a transpose and then substitutes `hC`.

## Occupation as a squared length

Using \(C^{T}=-C\) once inside \(\gamma\) and the sign rule once more,

\[
v^{T}\gamma v = 2\,v\cdot C(C^{T}v) = -2\,v\cdot C(Cv) = 2\,(Cv)\cdot(Cv) = 2|Cv|^2 .
\]

```lean
/-- For antisymmetric amplitudes, the quadratic form `vᵀ γ v` of the density matrix is twice the
squared length of `C v`. -/
theorem density_quadratic {C : Matrix ι ι ℝ} (hC : Cᵀ = -C) (v : ι → ℝ) :
    v ⬝ᵥ density C *ᵥ v = 2 * ((C *ᵥ v) ⬝ᵥ (C *ᵥ v)) := by
  rw [density, Matrix.smul_mulVec, dotProduct_smul, ← Matrix.mulVec_mulVec, hC,
    Matrix.neg_mulVec, Matrix.mulVec_neg, dotProduct_neg, dot_antisymm hC, neg_neg, smul_eq_mul]
```

For a unit vector \(v\), the vector \(Cv\) is the amplitude left for one particle when the other is found in \(v\). Its squared length is the probability of that event for one chosen particle, and the factor 2 adds the two particles. The two minus signs of the calculation appear in the proof as the rewrite with `hC` and the use of `dot_antisymm hC`, and they cancel through `neg_neg`.

## The part of the state in which an orbital is empty

The upper bound comes from splitting the state. Write \(w = Cv\). For a unit vector \(v\), the determinant \(S(w,v)\) is the component of \(C\) in which \(v\) is occupied, and \(C - S(w,v)\) is the component in which it is empty. The squared norm of the second component should then be one minus the occupation, for a normalised state.

To treat all \(v\) together, put \(n=|v|^2\) and \(\|C\|^2=\sum_{i,j}C_{ij}^2\), and expand

\[
\sum_{i,j}\bigl(nC_{ij}-S(w,v)_{ij}\bigr)^2
= n^2\|C\|^2 - 2n\sum_{i,j}C_{ij}(w_iv_j - v_iw_j) + \sum_{i,j}(w_iv_j-v_iw_j)^2 .
\]

The sign rule with \(x=y=v\) gives \(v\cdot w = -w\cdot v\), hence \(v\cdot w=0\). The remaining sums are

\[
\sum_{i,j}C_{ij}w_iv_j = w\cdot Cv = |w|^2, \qquad
\sum_{i,j}C_{ij}v_iw_j = v\cdot Cw = -|w|^2,
\]

\[
\sum_{i,j}(w_iv_j-v_iw_j)^2 = 2n|w|^2 - 2(v\cdot w)^2 = 2n|w|^2 .
\]

Collecting terms,

\[
n^2\|C\|^2 - 4n|w|^2 + 2n|w|^2 = n\bigl(n\|C\|^2 - 2|w|^2\bigr) = n\bigl(n\|C\|^2 - v^{T}\gamma v\bigr).
\]

```lean
/-- For antisymmetric `C`, the squared distance between `|v|² C` and the determinant of `C v` and
`v` equals `|v|²` times the difference of `|v|² ∑ C²` and `vᵀ γ v`. -/
theorem distance_to_determinant {C : Matrix ι ι ℝ} (hC : Cᵀ = -C) (v : ι → ℝ) :
    ∑ i, ∑ j, ((v ⬝ᵥ v) * C i j - slater (C *ᵥ v) v i j) ^ 2
      = (v ⬝ᵥ v) * ((v ⬝ᵥ v) * (∑ i, ∑ j, C i j ^ 2) - v ⬝ᵥ density C *ᵥ v) := by
  rw [density_quadratic hC]
  have horth : v ⬝ᵥ C *ᵥ v = 0 := by
    have h := dot_antisymm hC v v
    rw [dotProduct_comm (C *ᵥ v) v] at h
    linarith
  have hcross := dot_antisymm hC v (C *ᵥ v)
  obtain ⟨w, hw⟩ : ∃ w, w = C *ᵥ v := ⟨_, rfl⟩
  have e1 : ∑ i, w i * ∑ j, C i j * v j = w ⬝ᵥ w := by
    rw [hw]; rfl
  rw [← hw] at horth hcross ⊢
  have e2 : ∑ i, v i * ∑ j, C i j * w j = -(w ⬝ᵥ w) := hcross
  have e3 : ∑ i, v i * w i = 0 := horth
  have e4 : ∑ i, w i * w i = w ⬝ᵥ w := rfl
  have e5 : ∑ i, v i * v i = v ⬝ᵥ v := rfl
  -- expand the square into products whose double sums factorise
  have hpt : ∀ i j, ((v ⬝ᵥ v) * C i j - slater w v i j) ^ 2
      = (v ⬝ᵥ v) ^ 2 * C i j ^ 2 - 2 * (v ⬝ᵥ v) * (w i * (C i j * v j))
        + 2 * (v ⬝ᵥ v) * (v i * (C i j * w j)) + (w i * w i) * (v j * v j)
        + (v i * v i) * (w j * w j) - 2 * ((v i * w i) * (v j * w j)) := by
    intro i j
    simp only [slater, Matrix.of_apply]
    ring
  simp only [hpt, Finset.sum_add_distrib, Finset.sum_sub_distrib, ← Finset.mul_sum,
    ← Finset.sum_mul]
  rw [e1, e2, e3, e4, e5]
  ring
```

This identity assumes antisymmetry but not normalisation. In the proof, `horth` is the orthogonality \(v\cdot w=0\), and `hcross` supplies the sum with the minus sign. The statement `hpt` expands one squared entry into products chosen so that their double sums factorise. The equations `e1` to `e5` then evaluate the sums listed above, and `ring` collects the terms.

## The trace and the Pauli bound

The trace is a direct sum:

\[
\operatorname{tr}\gamma = 2\sum_{i,j}C_{ij}^2 = 2 .
\]

The lower bound is \(2|Cv|^2\ge 0\). For the upper bound, set \(\|C\|^2=1\) in the identity. Its left side is a sum of squares, so

\[
0 \le |v|^2\bigl(|v|^2 - v^{T}\gamma v\bigr).
\]

If \(v\neq0\), dividing by \(|v|^2>0\) gives \(v^{T}\gamma v\le|v|^2\). If \(v=0\), both sides of the bound are zero.

```lean
/-- **Pauli bound.** For a normalised antisymmetric two-fermion state, the density matrix has trace
2, and `vᵀ γ v` lies between 0 and `|v|²` for every real vector `v`. -/
theorem pauli_bound {C : Matrix ι ι ℝ} (hC : Cᵀ = -C) (hnorm : ∑ i, ∑ j, C i j ^ 2 = 1) :
    (density C).trace = 2 ∧
      ∀ v : ι → ℝ, 0 ≤ v ⬝ᵥ density C *ᵥ v ∧ v ⬝ᵥ density C *ᵥ v ≤ v ⬝ᵥ v := by
  have hself : ∀ x : ι → ℝ, 0 ≤ x ⬝ᵥ x := fun x =>
    Finset.sum_nonneg fun i _ => mul_self_nonneg (x i)
  refine ⟨?_, fun v => ⟨?_, ?_⟩⟩
  · have ht : (C * Cᵀ).trace = ∑ i, ∑ j, C i j ^ 2 := by
      simp only [Matrix.trace, Matrix.diag_apply, Matrix.mul_apply, Matrix.transpose_apply,
        pow_two]
    rw [density, Matrix.trace_smul, ht, hnorm, smul_eq_mul, mul_one]
  · rw [density_quadratic hC]
    linarith [hself (C *ᵥ v)]
  · rcases (hself v).eq_or_lt with h0 | hpos
    · have hv : v = 0 := dotProduct_self_eq_zero.mp h0.symm
      simp [hv]
    · -- the squared distance to a determinant cannot be negative
      have hd := distance_to_determinant hC v
      have hn : 0 ≤ ∑ i, ∑ j, ((v ⬝ᵥ v) * C i j - slater (C *ᵥ v) v i j) ^ 2 :=
        Finset.sum_nonneg fun i _ => Finset.sum_nonneg fun j _ => sq_nonneg _
      rw [hd, hnorm] at hn
      refine le_of_mul_le_mul_left ?_ hpos
      linarith
```

The hypothesis `hnorm` is \(\langle\Psi|\Psi\rangle=1\). It sums over all ordered pairs, so each pair of distinct orbitals is counted twice. The conclusion joins the trace to a statement about every real `v`, with no requirement that `v` be a unit vector. The proof has one branch for each of the three claims, and the last of them separates \(v=0\) from \(|v|^2>0\) before cancelling the positive factor.

## Full occupation means a single determinant

The same identity settles when the bound is reached. If \(v^{T}\gamma v=|v|^2\), the sum of squares vanishes, so every term vanishes and

\[
|v|^2\,C = S(Cv,v).
\]

Conversely, if this equation holds, the distance is zero and \(|v|^2(|v|^2-v^{T}\gamma v)=0\). Either \(v=0\), where saturation is trivial, or the second factor is zero.

```lean
/-- For a normalised antisymmetric state, `v` saturates the Pauli bound exactly when
`|v|² C` is the Slater determinant of `C v` and `v`. -/
theorem saturated_iff_determinant {C : Matrix ι ι ℝ} (hC : Cᵀ = -C)
    (hnorm : ∑ i, ∑ j, C i j ^ 2 = 1) (v : ι → ℝ) :
    v ⬝ᵥ density C *ᵥ v = v ⬝ᵥ v ↔ (v ⬝ᵥ v) • C = slater (C *ᵥ v) v := by
  have hd := distance_to_determinant hC v
  rw [hnorm, mul_one] at hd
  constructor
  · intro h
    rw [h, sub_self, mul_zero] at hd
    ext i j
    -- a vanishing sum of squares has vanishing terms
    have hi := (Finset.sum_eq_zero_iff_of_nonneg
      (fun i _ => Finset.sum_nonneg fun j _ => sq_nonneg _)).mp hd i (Finset.mem_univ i)
    have hij := (Finset.sum_eq_zero_iff_of_nonneg
      (fun j _ => sq_nonneg _)).mp hi j (Finset.mem_univ j)
    rw [Matrix.smul_apply, smul_eq_mul]
    exact sub_eq_zero.mp ((pow_eq_zero_iff two_ne_zero).mp hij)
  · intro h
    have hz : ∀ i j, (v ⬝ᵥ v) * C i j - slater (C *ᵥ v) v i j = 0 := by
      intro i j
      rw [← h, Matrix.smul_apply, smul_eq_mul, sub_self]
    simp only [hz, ne_eq, OfNat.ofNat_ne_zero, not_false_eq_true, zero_pow,
      Finset.sum_const_zero] at hd
    rcases mul_eq_zero.mp hd.symm with h0 | h1
    · have hv : v = 0 := dotProduct_self_eq_zero.mp h0
      simp [hv]
    · linarith
```

For a unit vector \(v\) with occupation 1, the relation \(2|Cv|^2=1\) shows that \(u=\sqrt2\,Cv\) is also a unit vector, and it is orthogonal to \(v\). The equation then reads

\[
C = \tfrac{1}{\sqrt2}\,S(u,v),
\]

which is a normalised determinant. A fully occupied orbital thus forces a two-fermion state of this kind to be a single determinant, with \(u\) as the partner orbital. The forward half of the proof extracts the individual entries from the vanishing double sum by applying `Finset.sum_eq_zero_iff_of_nonneg` first to the rows and then within a row. The reverse half splits the vanishing product into its two cases.

## Natural occupation numbers

The eigenvectors of \(\gamma\) are the natural orbitals and its eigenvalues are their occupations. If \(\gamma v=\lambda v\) with \(v\neq0\), the bound gives

\[
0\le\lambda|v|^2\le|v|^2, \qquad\text{so}\qquad 0\le\lambda\le1 .
\]

```lean
/-- Every eigenvalue of the density matrix of a normalised antisymmetric two-fermion state
lies between 0 and 1. -/
theorem occupation_mem_Icc {C : Matrix ι ι ℝ} (hC : Cᵀ = -C)
    (hnorm : ∑ i, ∑ j, C i j ^ 2 = 1) {v : ι → ℝ} (hv : v ≠ 0) {occ : ℝ}
    (heig : density C *ᵥ v = occ • v) : 0 ≤ occ ∧ occ ≤ 1 := by
  have hpos : 0 < v ⬝ᵥ v :=
    lt_of_le_of_ne (Finset.sum_nonneg fun i _ => mul_self_nonneg (v i))
      (fun h => hv (dotProduct_self_eq_zero.mp h.symm))
  obtain ⟨h0, h1⟩ := (pauli_bound hC hnorm).2 v
  rw [heig, dotProduct_smul, smul_eq_mul] at h0 h1
  constructor
  · by_contra hneg
    nlinarith [mul_neg_of_neg_of_pos (not_le.mp hneg) hpos]
  · by_contra hbig
    nlinarith [mul_pos (sub_pos.mpr (not_le.mp hbig)) hpos]
```

The eigenvalue \(\lambda\) is called `occ`, and `heig` is the eigenvalue equation. The condition `hv` excludes the zero vector, which would satisfy that equation for any number. Each inequality is proved by contradiction: a violation, multiplied by \(|v|^2>0\), conflicts with the Pauli bound.

## The density of one determinant

For orthonormal \(a\) and \(b\), take \(C=(ab^{T}-ba^{T})/\sqrt2\). Then

\[
\gamma = (ab^{T}-ba^{T})(ba^{T}-ab^{T})
= (b\cdot b)\,aa^{T} - (a\cdot b)\,(ab^{T}+ba^{T}) + (a\cdot a)\,bb^{T}
= aa^{T}+bb^{T} .
\]

```lean
/-- The normalised Slater determinant of two orthonormal orbitals `a` and `b` has the density
matrix `a aᵀ + b bᵀ`. -/
theorem density_slater {a b : ι → ℝ} (ha : a ⬝ᵥ a = 1) (hb : b ⬝ᵥ b = 1)
    (hab : a ⬝ᵥ b = 0) :
    density ((√2)⁻¹ • slater a b) = vecMulVec a a + vecMulVec b b := by
  have hs : (√2)⁻¹ * (√2)⁻¹ = (1 / 2 : ℝ) := by
    rw [← mul_inv, Real.mul_self_sqrt (by norm_num)]
    norm_num
  have ha' : ∑ k, a k * a k = 1 := ha
  have hb' : ∑ k, b k * b k = 1 := hb
  have hab' : ∑ k, a k * b k = 0 := hab
  ext i j
  have hpt : ∀ k, ((√2)⁻¹ * (a i * b k - b i * a k)) * ((√2)⁻¹ * (a j * b k - b j * a k))
      = (1 / 2 * (a i * a j)) * (b k * b k) - (1 / 2 * (a i * b j + b i * a j)) * (a k * b k)
        + (1 / 2 * (b i * b j)) * (a k * a k) := by
    intro k
    linear_combination ((a i * b k - b i * a k) * (a j * b k - b j * a k)) * hs
  simp only [density, slater, Matrix.smul_apply, Matrix.mul_apply, Matrix.transpose_apply,
    Matrix.of_apply, smul_eq_mul, Matrix.add_apply, Matrix.vecMulVec_apply]
  rw [Finset.sum_congr rfl fun k _ => hpt k, Finset.sum_add_distrib, Finset.sum_sub_distrib,
    ← Finset.mul_sum, ← Finset.mul_sum, ← Finset.mul_sum, ha', hb', hab']
  ring
```

This is the projector onto the space spanned by the two occupied orbitals. The hypotheses `ha`, `hb` and `hab` are the orthonormality conditions, and `vecMulVec a a` is \(aa^{T}\). In the proof, `hs` turns the two prefactors \(1/\sqrt2\) into \(1/2\), and `hpt` arranges the summand so that the three dot products can be evaluated separately.

The smallest possible basis has two orbitals, since a \(1\times1\) antisymmetric matrix is zero and cannot be normalised. With orbitals labelled 0 and 1,

\[
C = \begin{pmatrix}0&c\\-c&0\end{pmatrix},\qquad 2c^2=1,\qquad
\gamma = 2c^2\begin{pmatrix}1&0\\0&1\end{pmatrix} = \begin{pmatrix}1&0\\0&1\end{pmatrix}.
\]

Two fermions fill both orbitals, and every \(v\) saturates the bound.

## Double occupation with symmetric amplitudes

In the same two-orbital basis, place both particles in orbital 0:

\[
C=\begin{pmatrix}1&0\\0&0\end{pmatrix},\qquad
\gamma=\begin{pmatrix}2&0\\0&0\end{pmatrix},\qquad
v=\begin{pmatrix}1\\0\end{pmatrix},\qquad v^{T}\gamma v = 2 .
\]

```lean
/-- A normalised symmetric amplitude matrix with both particles in the first of two orbitals
gives that orbital the occupation 2. -/
theorem symmetric_double_occupation :
    (∑ i, ∑ j, (!![1, 0; 0, 0] : Matrix (Fin 2) (Fin 2) ℝ) i j ^ 2 = 1) ∧
      (![1, 0] : Fin 2 → ℝ) ⬝ᵥ density !![1, 0; 0, 0] *ᵥ ![1, 0] = 2 := by
  constructor
  · simp [Fin.sum_univ_two]
  · simp only [density, Matrix.mulVec, dotProduct, Matrix.smul_apply, Matrix.mul_apply,
      Matrix.transpose_apply, Fin.sum_univ_two, smul_eq_mul]
    simp

end

end TwoFermionPauliBound
```

The two parts of the statement are the normalisation and the occupation, both obtained by evaluating the finite sums. Normalisation alone therefore does not give the upper bound, even for symmetric amplitudes. Such a matrix describes two bosons in one orbital. It also describes the spatial factor of a closed-shell singlet, where two electrons of opposite spin share a spatial orbital. To cover every two-electron state with real amplitudes, the indices of \(C\) in the Pauli bound are therefore taken to label spin orbitals: the full wavefunction is always antisymmetric, while the spatial factor of a singlet is symmetric.

```lean
#print axioms TwoFermionPauliBound.saturated_iff_determinant
#print axioms TwoFermionPauliBound.occupation_mem_Icc
#print axioms TwoFermionPauliBound.density_slater
#print axioms TwoFermionPauliBound.symmetric_double_occupation
```

```
'TwoFermionPauliBound.saturated_iff_determinant' depends on axioms: [propext, Classical.choice, Quot.sound]
'TwoFermionPauliBound.occupation_mem_Icc' depends on axioms: [propext, Classical.choice, Quot.sound]
'TwoFermionPauliBound.density_slater' depends on axioms: [propext, Classical.choice, Quot.sound]
'TwoFermionPauliBound.symmetric_double_occupation' depends on axioms: [propext, Classical.choice, Quot.sound]
```
